# The first-order 1s shift of the soft Coulomb potential $-Z/\sqrt{r^2+a^2}$ has no quadratic expansion in the softening length $a$

Work in atomic units, with one electron and a fixed nucleus of charge $Z>0$. The softening length is $a>0$, and $r$ is the distance from the nucleus.

```lean
import Mathlib

open MeasureTheory Set Filter Topology

namespace SoftCoulomb

noncomputable section
```

The radial density of the bare 1s state is $\rho(r)=4Z^3r^2e^{-2Zr}$. It is normalised over $r>0$, because $\int_0^\infty r^2e^{-2Zr}\,dr=2/(2Z)^3$.

```lean
/-- Radial probability density of the hydrogenic 1s state with nuclear charge `Z`. -/
def density1s (Z r : ℝ) : ℝ := 4 * Z ^ 3 * r ^ 2 * Real.exp (-(2 * Z) * r)
```

The soft potential replaces $-Z/r$ by $-Z/\sqrt{r^2+a^2}$, which is finite at the nucleus.

```lean
/-- Soft Coulomb potential of a nucleus `Z` with softening length `a`, for `r` and `a` not both
zero. -/
def softCoulomb (Z a r : ℝ) : ℝ := -Z / Real.sqrt (r ^ 2 + a ^ 2)
```

The first-order shift $D(a)$, in Lean `shift Z a`, is the expectation value of the potential difference in the unperturbed state. The set `Ioi 0` is the half-line $r>0$.

```lean
/-- First-order 1s energy shift when the bare potential `-Z/r`, `r > 0`, is replaced by the soft
Coulomb potential. -/
def shift (Z a : ℝ) : ℝ :=
  ∫ r in Ioi (0 : ℝ), density1s Z r * (softCoulomb Z a r - (-Z / r))
```

The last definition is the weight $w_a(r)=r^2\left(1/r-1/\sqrt{r^2+a^2}\right)$.

```lean
/-- The difference between `1/r` and its softened form, times `r ^ 2`, for `r > 0`. -/
def weight (a r : ℝ) : ℝ := r ^ 2 * (1 / r - 1 / Real.sqrt (r ^ 2 + a ^ 2))
```

In the limits below, `𝓝[>] 0` means $a\to0^+$ and `atTop` means $+\infty$.

## (a) The shift as a weighted integral

Express the shift through the weight:
$$D(a)=4Z^4\int_0^\infty e^{-2Zr}\,w_a(r)\,dr.$$

**Solution.** The potential difference is $Z\left(1/r-1/\sqrt{r^2+a^2}\right)$. Multiplying it by $\rho(r)$ gives $4Z^4e^{-2Zr}w_a(r)$. Lean compares the integrands pointwise, and `ring` does the algebra.

```lean
/-- The shift is `4 Z ^ 4` times the integral of the softening weight against `exp (-2 Z r)`. -/
theorem shift_eq (Z a : ℝ) :
    shift Z a = 4 * Z ^ 4 * ∫ r in Ioi (0 : ℝ), Real.exp (-(2 * Z) * r) * weight a r := by
  unfold shift
  rw [← integral_const_mul]
  refine integral_congr_ae (Eventually.of_forall fun r => ?_)
  simp only [density1s, softCoulomb, weight]
  ring
```

## (b) Rational bounds on the weight

Show that for $a,r>0$
$$\frac{a^2r}{2(r^2+a^2)}\le w_a(r)\le\frac{a^2r}{2r^2+a^2}.$$

**Solution.** Put $s=\sqrt{r^2+a^2}$. Since $(s-r)(s+r)=a^2$,
$$w_a(r)=\frac{r(s-r)}{s}=\frac{a^2r}{s(s+r)}.$$
From $r\le s$ we get $2r^2+a^2\le s^2+sr\le2s^2$, which bounds the denominator on both sides. The steps `h1` and `h2` are the two equalities.

```lean
/-- For positive `a` and `r` the softening weight lies between two rational functions of `r`. -/
theorem weight_bounds {a r : ℝ} (ha : 0 < a) (hr : 0 < r) :
    a ^ 2 * r / (2 * (r ^ 2 + a ^ 2)) ≤ weight a r ∧
      weight a r ≤ a ^ 2 * r / (2 * r ^ 2 + a ^ 2) := by
  unfold weight
  obtain ⟨s, hs⟩ : ∃ s, s = Real.sqrt (r ^ 2 + a ^ 2) := ⟨_, rfl⟩
  have hs2 : s ^ 2 = r ^ 2 + a ^ 2 := by rw [hs]; exact Real.sq_sqrt (by positivity)
  have hs0 : 0 < s := by rw [hs]; exact Real.sqrt_pos.2 (by positivity)
  have hrs : r ≤ s := by nlinarith [sq_nonneg a]
  rw [← hs]
  -- rationalise the difference of the two potentials
  have h1 : r ^ 2 * (1 / r - 1 / s) = r * (s - r) / s := by field_simp
  have h2 : r * (s - r) / s = a ^ 2 * r / (s * (s + r)) := by
    rw [div_eq_div_iff hs0.ne' (by positivity)]
    linear_combination (r * s) * hs2
  rw [h1, h2]
  constructor
  · exact div_le_div_of_nonneg_left (by positivity) (by positivity)
      (by nlinarith [mul_le_mul_of_nonneg_left hrs hs0.le])
  · exact div_le_div_of_nonneg_left (by positivity) (by positivity)
      (by nlinarith [mul_le_mul_of_nonneg_left hrs hr.le])
```

## (c) Convergence of the integral

Show that for $Z,a>0$
$$\int_0^\infty e^{-2Zr}\,w_a(r)\,dr<\infty.$$

**Solution.** Because $2r^2-2ar+a^2=(a-r)^2+r^2\ge0$, the upper bound in (b) is at most $a/2$. Hence $0\le e^{-2Zr}w_a(r)\le\frac a2e^{-2Zr}$, which is integrable. `Integrable.mono'` is this comparison. Lean gives a divergent integral the value zero, so this result is what makes $D(a)$ a genuine expectation value.

```lean
/-- For `Z, a > 0` the softening weight times `exp (-2 Z r)` is integrable over `r > 0`. -/
theorem integrable_weight {Z a : ℝ} (hZ : 0 < Z) (ha : 0 < a) :
    IntegrableOn (fun r => Real.exp (-(2 * Z) * r) * weight a r) (Ioi 0) := by
  have h := (exp_neg_integrableOn_Ioi 0 (show 0 < 2 * Z by positivity)).const_mul (a / 2)
  refine Integrable.mono' h (Measurable.aestronglyMeasurable (by unfold weight; fun_prop)) ?_
  refine (ae_restrict_iff' measurableSet_Ioi).2 (Eventually.of_forall fun r hr => ?_)
  have hr : 0 < r := hr
  obtain ⟨h1, h2⟩ := weight_bounds ha hr
  have h0 : 0 ≤ weight a r := le_trans (by positivity) h1
  have h3 : a ^ 2 * r / (2 * r ^ 2 + a ^ 2) ≤ a / 2 := by
    rw [div_le_div_iff₀ (by positivity) (by norm_num)]
    nlinarith [mul_nonneg ha.le (sq_nonneg (a - r)), mul_nonneg ha.le (sq_nonneg r)]
  show ‖Real.exp (-(2 * Z) * r) * weight a r‖ ≤ a / 2 * Real.exp (-(2 * Z) * r)
  rw [Real.norm_of_nonneg (mul_nonneg (Real.exp_pos _).le h0)]
  have := mul_le_mul_of_nonneg_right (h2.trans h3) (Real.exp_pos (-(2 * Z) * r)).le
  linarith
```

## (d) The source of the logarithm

Show that $r/(cr^2+a^2)$ is integrable on $[0,1]$ for $c,a>0$, with
$$\int_0^1\frac{r\,dr}{cr^2+a^2}=\frac{\ln(c+a^2)-\ln a^2}{2c}.$$

**Solution.** The denominator is positive, so the integrand is continuous. The function $\ln(cr^2+a^2)/(2c)$ has derivative $r/(cr^2+a^2)$; evaluate it at the endpoints. Lean proves the derivative as `hd` and applies the fundamental theorem of calculus.

```lean
/-- For `c, a > 0` the function `r / (c r ^ 2 + a ^ 2)` is integrable on `[0, 1]`, and its integral
is a difference of logarithms. -/
theorem integral_rational {c a : ℝ} (hc : 0 < c) (ha : 0 < a) :
    IntervalIntegrable (fun r : ℝ => r / (c * r ^ 2 + a ^ 2)) volume 0 1 ∧
      ∫ r in (0 : ℝ)..1, r / (c * r ^ 2 + a ^ 2) =
        (Real.log (c + a ^ 2) - Real.log (a ^ 2)) / (2 * c) := by
  have hne : ∀ r : ℝ, c * r ^ 2 + a ^ 2 ≠ 0 := fun r => by positivity
  have hcont : Continuous fun r : ℝ => r / (c * r ^ 2 + a ^ 2) :=
    Continuous.div (by fun_prop) (by fun_prop) hne
  refine ⟨hcont.intervalIntegrable 0 1, ?_⟩
  have hd : ∀ r ∈ uIcc (0 : ℝ) 1, HasDerivAt
      (fun x : ℝ => Real.log (c * x ^ 2 + a ^ 2) / (2 * c)) (r / (c * r ^ 2 + a ^ 2)) r := by
    intro r _
    have h0 : HasDerivAt (fun x : ℝ => x ^ 2) (2 * r) r := by simpa using hasDerivAt_pow 2 r
    have h := (((h0.const_mul c).add_const (a ^ 2)).log (hne r)).div_const (2 * c)
    refine h.congr_deriv ?_
    have := hne r
    field_simp
  rw [intervalIntegral.integral_eq_sub_of_hasDerivAt hd (hcont.intervalIntegrable 0 1)]
  norm_num
  ring
```

## (e) Explicit bounds on the shift

Show that for $Z>0$ and $0<a\le1$, with $L=\ln(1/a)$,
$$2Z^4a^2(L-2Z)\le D(a)\le2Z^4a^2\left(L+1+\frac1{2Z}\right).$$

**Solution.** Split the integral in (a) at $r=1$ into $I_1+I_2$.

*Inner part, from below (`low`).* Let $\ell(r)$ be the lower bound in (b). Since $e^{-2Zr}\ge1-2Zr$ and $r\ell(r)\le a^2/2$, the integrand is at least $\ell(r)-Za^2$. By (d) with $c=1$,
$$I_1\ge\frac{a^2}{4}\left[\ln(1+a^2)+2L\right]-Za^2\ge\frac{a^2L}{2}-Za^2.$$

*Inner part, from above (`up`).* Use $e^{-2Zr}\le1$, (d) with $c=2$, and $\ln(2+a^2)\le1+a^2\le2$:
$$I_1\le\frac{a^2}{4}\left[\ln(2+a^2)+2L\right]\le\frac{a^2L}{2}+\frac{a^2}{2}.$$

*Tail (`tail0`, `tail`).* For $r>1$ we have $0\le w_a(r)\le a^2/(2r)\le a^2/2$, so
$$0\le I_2\le\frac{a^2}{2}\int_1^\infty e^{-2Zr}\,dr\le\frac{a^2}{4Z}.$$

Add the parts and multiply by $4Z^4$.

```lean
/-- For `Z > 0` and `0 < a ≤ 1` the shift equals `2 Z ^ 4 a ^ 2 log (1/a)` up to explicit errors of
order `a ^ 2`. -/
theorem shift_bounds {Z a : ℝ} (hZ : 0 < Z) (ha : 0 < a) (ha1 : a ≤ 1) :
    2 * Z ^ 4 * a ^ 2 * (Real.log (1 / a) - 2 * Z) ≤ shift Z a ∧
      shift Z a ≤ 2 * Z ^ 4 * a ^ 2 * (Real.log (1 / a) + (1 + 1 / (2 * Z))) := by
  have hf := integrable_weight hZ ha
  have hf1 := hf.mono_set (Ioc_subset_Ioi_self : Ioc (0 : ℝ) 1 ⊆ Ioi 0)
  have hf2 := hf.mono_set (Ioi_subset_Ioi zero_le_one : Ioi (1 : ℝ) ⊆ Ioi 0)
  obtain ⟨i1, e1⟩ := integral_rational one_pos ha
  obtain ⟨i2, e2⟩ := integral_rational two_pos ha
  have hl : Real.log (a ^ 2) = 2 * Real.log a := by rw [Real.log_pow]; norm_num
  have hw : ∀ r : ℝ, 0 < r → 0 ≤ weight a r := fun r hr =>
    le_trans (by positivity) (weight_bounds ha hr).1
  -- inner region, from below
  have low : a ^ 2 / 2 * ((Real.log (1 + a ^ 2) - Real.log (a ^ 2)) / (2 * 1)) - Z * a ^ 2 ≤
      ∫ r in Ioc (0 : ℝ) 1, Real.exp (-(2 * Z) * r) * weight a r := by
    have j := (i1.const_mul (a ^ 2 / 2)).sub
      (intervalIntegrable_const (c := Z * a ^ 2) (μ := volume) (a := (0 : ℝ)) (b := 1))
    rw [← e1, ← intervalIntegral.integral_const_mul]
    have k : ∫ r in (0 : ℝ)..1, (a ^ 2 / 2 * (r / (1 * r ^ 2 + a ^ 2)) - Z * a ^ 2) =
        (∫ r in (0 : ℝ)..1, a ^ 2 / 2 * (r / (1 * r ^ 2 + a ^ 2))) - Z * a ^ 2 := by
      rw [intervalIntegral.integral_sub (i1.const_mul _) intervalIntegrable_const,
        intervalIntegral.integral_const, sub_zero, one_smul]
    rw [← k, intervalIntegral.integral_of_le zero_le_one]
    refine setIntegral_mono_on
      ((intervalIntegrable_iff_integrableOn_Ioc_of_le zero_le_one).1 j) hf1 measurableSet_Ioc ?_
    intro r hr
    have hr0 : 0 < r := hr.1
    have hL : a ^ 2 / 2 * (r / (1 * r ^ 2 + a ^ 2)) = a ^ 2 * r / (2 * (r ^ 2 + a ^ 2)) := by
      rw [one_mul]; field_simp
    have hb := (weight_bounds ha hr0).1
    have hL0 : 0 ≤ a ^ 2 * r / (2 * (r ^ 2 + a ^ 2)) := by positivity
    have hrL : r * (a ^ 2 * r / (2 * (r ^ 2 + a ^ 2))) ≤ a ^ 2 / 2 := by
      rw [← mul_div_assoc, div_le_div_iff₀ (by positivity) (by norm_num)]
      nlinarith [sq_nonneg (a ^ 2)]
    have hexp := Real.add_one_le_exp (-(2 * Z) * r)
    have m1 := mul_le_mul_of_nonneg_left hb (Real.exp_pos (-(2 * Z) * r)).le
    have m2 := mul_le_mul_of_nonneg_right hexp hL0
    have m3 := mul_le_mul_of_nonneg_left hrL hZ.le
    rw [hL]
    linarith
  -- inner region, from above
  have up : ∫ r in Ioc (0 : ℝ) 1, Real.exp (-(2 * Z) * r) * weight a r ≤
      a ^ 2 * ((Real.log (2 + a ^ 2) - Real.log (a ^ 2)) / (2 * 2)) := by
    rw [← e2, ← intervalIntegral.integral_const_mul, intervalIntegral.integral_of_le zero_le_one]
    refine setIntegral_mono_on hf1 ((intervalIntegrable_iff_integrableOn_Ioc_of_le
      zero_le_one).1 (i2.const_mul (a ^ 2))) measurableSet_Ioc ?_
    intro r hr
    have he : Real.exp (-(2 * Z) * r) ≤ 1 := Real.exp_le_one_iff.2 (by nlinarith [hr.1])
    have m := mul_le_mul_of_nonneg_right he (hw r hr.1)
    have hb := (weight_bounds ha hr.1).2
    rw [mul_div_assoc] at hb
    linarith
  -- exponential tail
  have tail0 : 0 ≤ ∫ r in Ioi (1 : ℝ), Real.exp (-(2 * Z) * r) * weight a r :=
    setIntegral_nonneg measurableSet_Ioi fun r hr =>
      mul_nonneg (Real.exp_pos _).le (hw r (zero_lt_one.trans hr))
  have tail : ∫ r in Ioi (1 : ℝ), Real.exp (-(2 * Z) * r) * weight a r ≤
      a ^ 2 / 2 * (1 / (2 * Z)) := by
    have hi := exp_neg_integrableOn_Ioi 1 (show 0 < 2 * Z by positivity)
    have hv : ∫ r in Ioi (1 : ℝ), Real.exp (-(2 * Z) * r) ≤ 1 / (2 * Z) := by
      rw [integral_exp_mul_Ioi (by linarith), neg_div_neg_eq]
      have : Real.exp (-(2 * Z) * 1) ≤ 1 := Real.exp_le_one_iff.2 (by linarith)
      gcongr
    refine le_trans ?_ (mul_le_mul_of_nonneg_left hv (by positivity))
    rw [← integral_const_mul]
    refine setIntegral_mono_on hf2 (hi.const_mul _) measurableSet_Ioi ?_
    intro r hr
    have hr1 : 1 < r := hr
    have hb : a ^ 2 * r / (2 * r ^ 2 + a ^ 2) ≤ a ^ 2 / 2 := by
      rw [div_le_div_iff₀ (by positivity) (by norm_num)]
      have : r * 2 ≤ 2 * r ^ 2 + a ^ 2 := by nlinarith [sq_nonneg a]
      nlinarith [mul_le_mul_of_nonneg_left this (sq_nonneg a)]
    have m := mul_le_mul_of_nonneg_right
      ((weight_bounds ha (zero_lt_one.trans hr1)).2.trans hb) (Real.exp_pos (-(2 * Z) * r)).le
    linarith
  have g1 : 0 ≤ Real.log (1 + a ^ 2) := Real.log_nonneg (by nlinarith [sq_nonneg a])
  have g2 : Real.log (2 + a ^ 2) ≤ 2 := by
    have := Real.log_le_sub_one_of_pos (show 0 < 2 + a ^ 2 by positivity)
    nlinarith
  have n1 := mul_nonneg (sq_nonneg a) g1
  have n2 := mul_le_mul_of_nonneg_left g2 (sq_nonneg a)
  rw [shift_eq, ← Ioc_union_Ioi_eq_Ioi (zero_le_one : (0 : ℝ) ≤ 1),
    setIntegral_union (Ioc_disjoint_Ioi le_rfl) measurableSet_Ioi hf1 hf2, one_div a,
    Real.log_inv]
  rw [hl] at low up
  have hZ4 : 0 ≤ 4 * Z ^ 4 := by positivity
  constructor
  · refine le_trans (le_of_eq ?_) (mul_le_mul_of_nonneg_left
      (show a ^ 2 * (-Real.log a) / 2 - Z * a ^ 2 ≤ _ by linarith) hZ4)
    ring
  · refine le_trans (mul_le_mul_of_nonneg_left (show _ ≤ a ^ 2 * (-Real.log a) / 2 + a ^ 2 / 2
      + a ^ 2 / 2 * (1 / (2 * Z)) by linarith) hZ4) (le_of_eq ?_)
    ring
```

## (f) Divergence of the logarithm

Show that
$$\lim_{a\to0^+}\ln(1/a)=+\infty.$$

**Solution.** As $a\to0^+$, $1/a\to\infty$, and the logarithm is increasing and unbounded. Lean composes these two limits.

```lean
/-- The logarithm of the inverse softening length diverges as the length tends to zero. -/
theorem tendsto_log_inv : Tendsto (fun a : ℝ => Real.log (1 / a)) (𝓝[>] 0) atTop := by
  simp only [one_div]
  exact Real.tendsto_log_atTop.comp tendsto_inv_nhdsGT_zero
```

## (g) The leading behaviour

Show that for $Z>0$
$$\lim_{a\to0^+}\frac{D(a)}{a^2\ln(1/a)}=2Z^4.$$

**Solution.** For $0<a<1$ we have $L>0$, so (e) may be divided by $a^2L$:
$$2Z^4\left(1-\frac{2Z}{L}\right)\le\frac{D(a)}{a^2L}\le2Z^4\left(1+\frac{1+1/(2Z)}{L}\right).$$
By (f) both sides tend to $2Z^4$. In Lean, `lim` gives both outer limits, and the squeeze theorem finishes.

```lean
/-- For `Z > 0` the 1s shift behaves as `2 Z ^ 4 a ^ 2 log (1/a)` when the softening length `a`
tends to zero from above. -/
theorem shift_log_law {Z : ℝ} (hZ : 0 < Z) :
    Tendsto (fun a => shift Z a / (a ^ 2 * Real.log (1 / a))) (𝓝[>] 0) (𝓝 (2 * Z ^ 4)) := by
  have lim (c : ℝ) : Tendsto (fun a : ℝ => 2 * Z ^ 4 * (1 + c / Real.log (1 / a)))
      (𝓝[>] 0) (𝓝 (2 * Z ^ 4)) := by
    have := (((tendsto_const_nhds (x := c)).div_atTop tendsto_log_inv).const_add 1).const_mul
      (2 * Z ^ 4)
    rwa [add_zero, mul_one] at this
  have e (a L c : ℝ) (h : L ≠ 0) :
      2 * Z ^ 4 * (1 + c / L) * (a ^ 2 * L) = 2 * Z ^ 4 * a ^ 2 * (L + c) := by
    field_simp
  have hL (a : ℝ) (ha : a ∈ Ioo (0 : ℝ) 1) : 0 < Real.log (1 / a) :=
    Real.log_pos ((one_lt_div ha.1).2 ha.2)
  -- squeeze between the two explicit bounds
  refine tendsto_of_tendsto_of_tendsto_of_le_of_le' (lim (-(2 * Z))) (lim (1 + 1 / (2 * Z))) ?_ ?_
  · filter_upwards [Ioo_mem_nhdsGT zero_lt_one] with a ha
    rw [le_div_iff₀ (mul_pos (pow_pos ha.1 2) (hL a ha)), e _ _ _ (hL a ha).ne', ← sub_eq_add_neg]
    exact (shift_bounds hZ ha.1 ha.2.le).1
  · filter_upwards [Ioo_mem_nhdsGT zero_lt_one] with a ha
    rw [div_le_iff₀ (mul_pos (pow_pos ha.1 2) (hL a ha)), e _ _ _ (hL a ha).ne']
    exact (shift_bounds hZ ha.1 ha.2.le).2
```

## (h) Between linear and quadratic

Show that for $Z>0$, as $a\to0^+$,
$$\frac{D(a)}{a}\to0,\qquad\frac{D(a)}{a^2}\to+\infty.$$

**Solution.** Write
$$\frac{D(a)}{a}=\frac{D(a)}{a^2L}\,aL,\qquad\frac{D(a)}{a^2}=\frac{D(a)}{a^2L}\,L.$$
The common factor tends to $2Z^4>0$, while $aL=Le^{-L}\to0$ and $L\to\infty$. Lean obtains $aL\to0$ from the continuity of $x\ln x$ at zero.

```lean
/-- For `Z > 0`, as `a` tends to zero from above, the shift divided by `a` tends to zero while the
shift divided by `a ^ 2` tends to infinity. -/
theorem shift_between_linear_and_quadratic {Z : ℝ} (hZ : 0 < Z) :
    Tendsto (fun a => shift Z a / a) (𝓝[>] 0) (𝓝 0) ∧
      Tendsto (fun a => shift Z a / a ^ 2) (𝓝[>] 0) atTop := by
  constructor
  · have h : Tendsto (fun a : ℝ => -(a * Real.log a)) (𝓝[>] 0) (𝓝 0) := by
      have := ((Real.continuous_mul_log.tendsto 0).mono_left
        (nhdsWithin_le_nhds (s := Ioi (0 : ℝ)))).neg
      rwa [zero_mul, neg_zero] at this
    have p := (shift_log_law hZ).mul h
    rw [mul_zero] at p
    refine p.congr' ?_
    filter_upwards [Ioo_mem_nhdsGT zero_lt_one] with a ha
    have h0 : a ≠ 0 := ha.1.ne'
    have hl : Real.log a ≠ 0 := (Real.log_neg ha.1 ha.2).ne
    rw [one_div, Real.log_inv]
    field_simp
  · refine ((shift_log_law hZ).pos_mul_atTop (by positivity) tendsto_log_inv).congr' ?_
    filter_upwards [Ioo_mem_nhdsGT zero_lt_one] with a ha
    have hl : Real.log (1 / a) ≠ 0 := (Real.log_pos ((one_lt_div ha.1).2 ha.2)).ne'
    rw [← div_div, div_mul_cancel₀ _ hl]
```

## (i) No quadratic fit to second order

Show that for $Z>0$ and any real $c_0,c_1,c_2$
$$q(a)=\frac{D(a)-(c_0+c_1a+c_2a^2)}{a^2}\not\to0\qquad(a\to0^+).$$

**Solution.** Suppose $q(a)\to0$. Then
$$c_0=a\,\frac{D(a)}{a}-a^2q(a)-c_1a-c_2a^2\to0,$$
so $c_0=0$. Next,
$$c_1=\frac{D(a)}{a}-a\,q(a)-c_2a\to0,$$
so $c_1=0$. What remains is $D(a)/a^2=q(a)+c_2\to c_2$, which contradicts (h). The Lean steps `h0` and `h1` are the two vanishing coefficients.

For simulations that use the soft Coulomb potential $-Z/\sqrt{r^2+a^2}$ this means that, in this one-electron, first-order model, a quadratic fit in $a$ misses a term of order $a^2\ln(1/a)$.

```lean
/-- For `Z > 0` no quadratic polynomial in the softening length `a` reproduces the shift up to an
error that is small compared with `a ^ 2` as `a` tends to zero from above. -/
theorem no_quadratic_extrapolation {Z : ℝ} (hZ : 0 < Z) (c₀ c₁ c₂ : ℝ) :
    ¬ Tendsto (fun a => (shift Z a - (c₀ + c₁ * a + c₂ * a ^ 2)) / a ^ 2) (𝓝[>] 0) (𝓝 0) := by
  intro h
  obtain ⟨hD, hD2⟩ := shift_between_linear_and_quadratic hZ
  have ida : Tendsto (fun a : ℝ => a) (𝓝[>] 0) (𝓝 0) := tendsto_id.mono_left nhdsWithin_le_nhds
  have hne : ∀ᶠ a : ℝ in 𝓝[>] 0, a ≠ 0 := by
    filter_upwards [self_mem_nhdsWithin] with a ha
    exact (show 0 < a from ha).ne'
  -- the constant coefficient vanishes
  have h0 : c₀ = 0 := by
    have t := (((hD.mul ida).sub (h.mul (ida.pow 2))).sub (ida.const_mul c₁)).sub
      ((ida.pow 2).const_mul c₂)
    have t' := t.congr' (f₂ := fun _ => c₀) (by
      filter_upwards [hne] with a ha
      rw [div_mul_cancel₀ _ ha, div_mul_cancel₀ _ (pow_ne_zero 2 ha)]
      ring)
    simpa using (tendsto_nhds_unique t' tendsto_const_nhds).symm
  subst h0
  -- the linear coefficient vanishes
  have h1 : c₁ = 0 := by
    have t := (hD.sub (h.mul ida)).sub (ida.const_mul c₂)
    have t' := t.congr' (f₂ := fun _ => c₁) (by
      filter_upwards [hne] with a ha
      field_simp
      ring)
    simpa using (tendsto_nhds_unique t' tendsto_const_nhds).symm
  subst h1
  -- the quotient by the square would then converge
  refine not_tendsto_nhds_of_tendsto_atTop hD2 (0 + c₂) ((h.add_const c₂).congr' ?_)
  filter_upwards [hne] with a ha
  field_simp
  ring

end

end SoftCoulomb
```

```lean
#print axioms SoftCoulomb.no_quadratic_extrapolation
```

```
'SoftCoulomb.no_quadratic_extrapolation' depends on axioms: [propext, Classical.choice, Quot.sound]
```

## Zero charge and the exact energy shift

If $Z=0$, then $D(a)=0$ for every $a$: the zero polynomial fits exactly and $D(a)/a^2$ does not diverge. The second limit in (h) and the statement in (i) therefore need $Z\ne0$.

The shift could also have been modelled as the difference between the exact ground-state energies of the soft and bare Hamiltonians. That quantity is not treated in the Lean code. By the variational principle the exact shift lies between $0$ and $D(a)$, so it too would vanish faster than $a$, but this upper bound alone does not decide whether its ratio to $a^2$ diverges.
